# Dyadic refinement at one nucleus: a cell count linear in depth

Points have real coordinates xᵢ, with i : `Fin d` running over the d axes. A cell is a level n and an integer vector k, and lengths are in units of the box edge.

```lean
import Mathlib

namespace NuclearDyadicRefinement

noncomputable section

/-- A dyadic cell in `d` dimensions, labelled by its refinement level and its integer position. -/
@[ext]
structure Cell (d : ℕ) where
  level : ℕ
  index : Fin d → ℤ
deriving DecidableEq
```

The box is half-open, 0 ≤ xᵢ < 1.

```lean
variable {d : ℕ}

/-- The half-open unit cube. -/
def unitCube (d : ℕ) : Set (Fin d → ℝ) := {x | ∀ i, 0 ≤ x i ∧ x i < 1}
```

So is the region of a cell: kᵢ ≤ 2ⁿxᵢ < kᵢ + 1 on every axis. A nucleus on a shared face therefore belongs to one side only.

```lean
/-- The half-open cube occupied by a cell: at level `n` its edge is `1 / 2 ^ n` and its lower
corner is `index / 2 ^ n`. -/
def region (c : Cell d) : Set (Fin d → ℝ) :=
  {x | ∀ i, (c.index i : ℝ) ≤ x i * 2 ^ c.level ∧ x i * 2 ^ c.level < c.index i + 1}
```

Refinement starts from the box itself.

```lean
/-- The cell of level zero at the origin. -/
def root (d : ℕ) : Cell d := ⟨0, fun _ => 0⟩
```

Halving a cell along every axis gives its children.

```lean
/-- The cells obtained by halving a cell along every axis. -/
def children (c : Cell d) : Finset (Cell d) :=
  (Fintype.piFinset fun i => ({2 * c.index i, 2 * c.index i + 1} : Finset ℤ)).image
    (Cell.mk (c.level + 1))
```

One step replaces a chosen set S of cells in a mesh M by their children.

```lean
/-- Replace the cells of `S` in the mesh `M` by their children. -/
def splitCells (S M : Finset (Cell d)) : Finset (Cell d) := (M \ S) ∪ S.biUnion children
```

`Tiles M` means that the cells stay inside the box and that each point of the box lies in exactly one of them (`∃!`).

```lean
/-- A mesh partitions the unit cube: its cells lie in the cube, and every point of the cube
belongs to exactly one cell. -/
def Tiles (M : Finset (Cell d)) : Prop :=
  (∀ c ∈ M, region c ⊆ unitCube d) ∧ ∀ x ∈ unitCube d, ∃! c, c ∈ M ∧ x ∈ region c
```

The nuclear mesh splits whichever cells contain the nuclear position R; that there is only one such cell has to be shown.

```lean
open scoped Classical in
/-- The mesh after `J` steps, each of which splits the cells containing the nucleus `R`. -/
def nuclearMesh (R : Fin d → ℝ) : ℕ → Finset (Cell d)
  | 0 => {root d}
  | J + 1 => splitCells ((nuclearMesh R J).filter fun c => R ∈ region c) (nuclearMesh R J)
```

The uniform mesh splits every cell.

```lean
/-- The mesh after `J` steps, each of which splits every cell. -/
def uniformMesh (d : ℕ) : ℕ → Finset (Cell d)
  | 0 => {root d}
  | J + 1 => splitCells (uniformMesh d J) (uniformMesh d J)
```

**(a)** Show that two cells of equal level n, with indices k and l, coincide if they share a point x:

k = l.

The bounds kᵢ ≤ 2ⁿxᵢ < lᵢ + 1 and lᵢ ≤ 2ⁿxᵢ < kᵢ + 1 give kᵢ < lᵢ + 1 and lᵢ < kᵢ + 1. For integers this forces kᵢ = lᵢ, which is the closing `omega`.

```lean
/-- Two cells of the same level that share a point are the same cell. -/
theorem eq_of_same_level {c e : Cell d} {x : Fin d → ℝ} (h : c.level = e.level)
    (hc : x ∈ region c) (he : x ∈ region e) : c = e := by
  refine Cell.ext h (funext fun i => ?_)
  obtain ⟨h1, h2⟩ := hc i
  obtain ⟨h3, h4⟩ := he i
  rw [h] at h1 h2
  have h5 : c.index i < e.index i + 1 := by exact_mod_cast lt_of_le_of_lt h1 h4
  have h6 : e.index i < c.index i + 1 := by exact_mod_cast lt_of_le_of_lt h3 h2
  omega
```

**(b)** Show that a cell (m, l) is a child of (n, k) exactly when

m = n + 1 and, for every i, lᵢ = 2kᵢ or lᵢ = 2kᵢ + 1.

Halving the edge doubles the index of the lower corner, and the upper half starts one unit later. The proof unfolds `children` accordingly.

```lean
/-- A child is one level deeper, and along each axis it is the lower or the upper half. -/
theorem mem_children {c e : Cell d} : e ∈ children c ↔ e.level = c.level + 1 ∧
    ∀ i, e.index i = 2 * c.index i ∨ e.index i = 2 * c.index i + 1 := by
  obtain ⟨m, l⟩ := e
  simp only [children, Finset.mem_image, Fintype.mem_piFinset, Finset.mem_insert,
    Finset.mem_singleton, Cell.mk.injEq]
  constructor
  · rintro ⟨k, hk, h1, h2⟩
    subst h2
    exact ⟨h1.symm, hk⟩
  · rintro ⟨h1, h2⟩
    exact ⟨l, h2, h1.symm, rfl⟩
```

**(c)** Count the children of a cell c:

|children(c)| = 2ᵈ.

There are two distinct choices on each of d axes, and different index vectors give different cells.

```lean
/-- A cell has `2 ^ d` children. -/
theorem card_children (c : Cell d) : (children c).card = 2 ^ d := by
  have h : ∀ i, ({2 * c.index i, 2 * c.index i + 1} : Finset ℤ).card = 2 :=
    fun i => Finset.card_pair (by omega)
  rw [children, Finset.card_image_of_injective _ (by intro a b h; simpa using h),
    Fintype.card_piFinset]
  simp only [h, Finset.prod_const, Finset.card_univ, Fintype.card_fin]
```

**(d)** Show that the children fill their parent:

x ∈ region(c) ⇔ x ∈ region(e) for some child e of c.

If x lies in c, then 2kᵢ ≤ 2ⁿ⁺¹xᵢ < 2kᵢ + 2, so lᵢ = ⌊2ⁿ⁺¹xᵢ⌋ is 2kᵢ or 2kᵢ + 1 and labels the required child. Conversely, 2kᵢ ≤ lᵢ ≤ 2ⁿ⁺¹xᵢ < lᵢ + 1 ≤ 2kᵢ + 2; divide by 2.

```lean
/-- A point lies in a cell exactly when it lies in one of the children. -/
theorem mem_region_iff_child (c : Cell d) (x : Fin d → ℝ) :
    x ∈ region c ↔ ∃ e ∈ children c, x ∈ region e := by
  constructor
  · intro hx
    -- the child is found by rounding down on the finer grid
    refine ⟨⟨c.level + 1, fun i => ⌊x i * 2 ^ (c.level + 1)⌋⟩,
      mem_children.2 ⟨rfl, fun i => ?_⟩, fun i => ⟨Int.floor_le _, Int.lt_floor_add_one _⟩⟩
    obtain ⟨h1, h2⟩ := hx i
    have hp : x i * 2 ^ (c.level + 1) = 2 * (x i * 2 ^ c.level) := by ring
    have h3 : 2 * c.index i ≤ ⌊x i * 2 ^ (c.level + 1)⌋ :=
      Int.le_floor.2 (by push_cast; linarith)
    have h4 : ⌊x i * 2 ^ (c.level + 1)⌋ < 2 * c.index i + 2 :=
      Int.floor_lt.2 (by push_cast; linarith)
    dsimp only
    omega
  · rintro ⟨e, he, hx⟩ i
    obtain ⟨hl, hk⟩ := mem_children.1 he
    obtain ⟨h1, h2⟩ := hx i
    rw [hl, pow_succ] at h1 h2
    rcases hk i with h | h <;> rw [h] at h1 h2 <;> push_cast at h1 h2 <;>
      constructor <;> linarith
```

**(e)** Show that the starting cell alone partitions the box:

region(root) = unit cube.

Put n = 0 and k = 0 in the definition of a region.

```lean
/-- The root cell alone partitions the unit cube. -/
theorem tiles_root : Tiles {root d} := by
  have h : region (root d) = unitCube d := by
    ext x
    simp [region, root, unitCube]
  constructor
  · intro c hc x hx
    rw [Finset.mem_singleton.1 hc, h] at hx
    exact hx
  · intro x hx
    exact ⟨root d, ⟨Finset.mem_singleton_self _, by rw [h]; exact hx⟩,
      fun c hc => Finset.mem_singleton.1 hc.1⟩
```

**(f)** Let M partition the box and let S ⊆ M. Show that the new mesh is also a partition:

Tiles(M) ⇒ Tiles((M \ S) ∪ children of S).

By (d), children stay inside the box. Let p be the old cell of x. If p was not split, it remains, and a child of a split cell q containing x would force q = p, a contradiction. If p was split, (d) supplies a child containing x. Any other candidate is also a child of p, hence equal to it by (a). The `by_cases` separates these two situations.

```lean
/-- Splitting any selection of cells of a partition gives a partition again. -/
theorem Tiles.split {S M : Finset (Cell d)} (hM : Tiles M) (hS : S ⊆ M) :
    Tiles (splitCells S M) := by
  have mem : ∀ c, c ∈ splitCells S M ↔ (c ∈ M ∧ c ∉ S) ∨ ∃ p ∈ S, c ∈ children p := by
    intro c
    simp only [splitCells, Finset.mem_union, Finset.mem_sdiff, Finset.mem_biUnion]
  constructor
  · intro c hc x hx
    rcases (mem c).1 hc with ⟨h, _⟩ | ⟨p, hp, hcp⟩
    · exact hM.1 c h hx
    · exact hM.1 p (hS hp) ((mem_region_iff_child p x).2 ⟨c, hcp, hx⟩)
  · intro x hx
    obtain ⟨p, ⟨hp, hxp⟩, hu⟩ := hM.2 x hx
    by_cases hP : p ∈ S
    · -- the old cell of `x` was split: its new cell is a child
      obtain ⟨c, hc, hxc⟩ := (mem_region_iff_child p x).1 hxp
      refine ⟨c, ⟨(mem c).2 (Or.inr ⟨p, hP, hc⟩), hxc⟩, ?_⟩
      rintro e ⟨he, hxe⟩
      rcases (mem e).1 he with ⟨h, hn⟩ | ⟨q, hq, heq⟩
      · rw [hu e ⟨h, hxe⟩] at hn
        exact absurd hP hn
      · rw [hu q ⟨hS hq, (mem_region_iff_child q x).2 ⟨e, heq, hxe⟩⟩] at heq
        exact eq_of_same_level (by rw [(mem_children.1 heq).1, (mem_children.1 hc).1]) hxe hxc
    · refine ⟨p, ⟨(mem p).2 (Or.inl ⟨hp, hP⟩), hxp⟩, ?_⟩
      rintro e ⟨he, hxe⟩
      rcases (mem e).1 he with ⟨h, _⟩ | ⟨q, hq, heq⟩
      · exact hu e ⟨h, hxe⟩
      · rw [hu q ⟨hS hq, (mem_region_iff_child q x).2 ⟨e, heq, hxe⟩⟩] at hq
        exact absurd hq hP
```

**(g)** For the same M and S, with M′ the new mesh, show

|M′| + |S| = |M| + 2ᵈ|S|.

Every cell contains its lower corner, so it is nonempty. A child shared by two split cells would give them a common point, making them equal. A child already present in M \ S would equal its own parent, although their levels differ. Nothing is counted twice, and (c) gives the total.

```lean
/-- In a partition, each split cell is exchanged for `2 ^ d` new ones. -/
theorem card_split {S M : Finset (Cell d)} (hM : Tiles M) (hS : S ⊆ M) :
    (splitCells S M).card + S.card = M.card + S.card * 2 ^ d := by
  have hne : ∀ c : Cell d, ∃ x, x ∈ region c := by
    intro c
    refine ⟨fun i => c.index i / 2 ^ c.level, fun i => ?_⟩
    have h : (c.index i : ℝ) / 2 ^ c.level * 2 ^ c.level = c.index i :=
      div_mul_cancel₀ _ (by positivity)
    constructor <;> simp only [h] <;> linarith
  have hu : ∀ p ∈ M, ∀ q ∈ M, ∀ x, x ∈ region p → x ∈ region q → p = q :=
    fun p hp q hq x hxp hxq => (hM.2 x (hM.1 p hp hxp)).unique ⟨hp, hxp⟩ ⟨hq, hxq⟩
  -- different cells have different children
  have hd : ∀ p ∈ S, ∀ q ∈ S, p ≠ q → Disjoint (children p) (children q) := by
    intro p hp q hq hpq
    refine Finset.disjoint_left.2 fun c hcp hcq => hpq ?_
    obtain ⟨x, hx⟩ := hne c
    exact hu p (hS hp) q (hS hq) x ((mem_region_iff_child p x).2 ⟨c, hcp, hx⟩)
      ((mem_region_iff_child q x).2 ⟨c, hcq, hx⟩)
  have hb : (S.biUnion children).card = S.card * 2 ^ d := by
    rw [Finset.card_biUnion (fun p hp q hq h => hd p hp q hq h)]
    simp only [card_children, Finset.sum_const, smul_eq_mul]
  -- no child was already in the mesh
  have hdis : Disjoint (M \ S) (S.biUnion children) := by
    refine Finset.disjoint_left.2 fun c hc hcb => ?_
    obtain ⟨p, hp, hcp⟩ := Finset.mem_biUnion.1 hcb
    obtain ⟨x, hx⟩ := hne c
    have h := hu c (Finset.mem_sdiff.1 hc).1 p (hS hp) x hx
      ((mem_region_iff_child p x).2 ⟨c, hcp, hx⟩)
    have hl := (mem_children.1 hcp).1
    rw [h] at hl
    omega
  have hs := Finset.card_sdiff_add_card_eq_card hS
  rw [splitCells, Finset.card_union_of_disjoint hdis, hb]
  linarith
```

**(h)** Show that J uniform steps give a partition into cells of level J, numbering

|uniform mesh| = 2ᵈᴶ.

Use induction on J. With S = M, (g) reduces to |M′| = 2ᵈ|M|, and each step raises every level by one.

```lean
/-- Uniform refinement to level `J` partitions the unit cube into `2 ^ (d * J)` cells,
all of level `J`. -/
theorem uniform_refinement (d J : ℕ) : Tiles (uniformMesh d J) ∧
    (∀ c ∈ uniformMesh d J, c.level = J) ∧ (uniformMesh d J).card = 2 ^ (d * J) := by
  induction J with
  | zero => exact ⟨tiles_root, by simp [uniformMesh, root], by simp [uniformMesh]⟩
  | succ J ih =>
    obtain ⟨hT, hl, hc⟩ := ih
    refine ⟨hT.split (Finset.Subset.refl _), ?_, ?_⟩
    · intro c h
      rw [uniformMesh, splitCells] at h
      rcases Finset.mem_union.1 h with h | h
      · exact absurd (Finset.mem_sdiff.1 h).1 (Finset.mem_sdiff.1 h).2
      · obtain ⟨p, hp, hcp⟩ := Finset.mem_biUnion.1 h
        rw [(mem_children.1 hcp).1, hl p hp]
    · have h := card_split hT (Finset.Subset.refl _)
      have h' : (splitCells (uniformMesh d J) (uniformMesh d J)).card
          = (uniformMesh d J).card * 2 ^ d := by linarith
      rw [uniformMesh, h', hc]
      ring
```

**(i)** For R in the box, show that the nuclear mesh is a partition with no level above J, level J at R, and

|nuclear mesh| = 1 + J(2ᵈ − 1).

By (f) each mesh is a partition, so exactly one cell contains R and |S| = 1. Then (g) adds 2ᵈ − 1 cells per step. The split cell has level J, so its children have level J + 1; the others do not contain R and keep their levels. Lean states the count in ℤ, where the subtraction is the ordinary one.

This is a simplified model of the adaptive meshes of multiresolution electronic structure: only the cell containing one fixed nucleus is split at each step. Practical codes usually refine according to an error estimate for the function being represented, and may split other cells too. The count says nothing about orbital accuracy or about limiting level jumps between neighbours, either of which can require more cells.

```lean
open scoped Classical in
/-- For a nucleus in the unit cube, `J` splittings of the cell containing it give a partition into
`1 + J (2 ^ d - 1)` cells, none deeper than level `J`, with level `J` reached at the nucleus.
Uniform refinement to level `J` has `2 ^ (d * J)` cells. -/
theorem nuclear_refinement {R : Fin d → ℝ} (hR : R ∈ unitCube d) (J : ℕ) :
    Tiles (nuclearMesh R J) ∧
    ((nuclearMesh R J).card : ℤ) = 1 + J * (2 ^ d - 1) ∧
    (∀ c ∈ nuclearMesh R J, c.level ≤ J ∧ (R ∈ region c → c.level = J)) ∧
    (uniformMesh d J).card = 2 ^ (d * J) := by
  have key : Tiles (nuclearMesh R J) ∧
      ((nuclearMesh R J).card : ℤ) = 1 + J * (2 ^ d - 1) ∧
      ∀ c ∈ nuclearMesh R J, c.level ≤ J ∧ (R ∈ region c → c.level = J) := by
    induction J with
    | zero =>
      refine ⟨tiles_root, by simp [nuclearMesh], fun c hc => ?_⟩
      have h : c = root d := by simpa [nuclearMesh] using hc
      subst h
      exact ⟨Nat.le_refl 0, fun _ => rfl⟩
    | succ J ih =>
      obtain ⟨hT, hc, hl⟩ := ih
      have hS := Finset.filter_subset (fun c => R ∈ region c) (nuclearMesh R J)
      -- exactly one cell contains the nucleus
      have h1 : ((nuclearMesh R J).filter fun c => R ∈ region c).card = 1 := by
        obtain ⟨p, hp, hu⟩ := hT.2 R hR
        exact Finset.card_eq_one.2 ⟨p, Finset.eq_singleton_iff_unique_mem.2
          ⟨Finset.mem_filter.2 hp, fun q hq => hu q (Finset.mem_filter.1 hq)⟩⟩
      refine ⟨hT.split hS, ?_, ?_⟩
      · have h := card_split hT hS
        rw [h1] at h
        have h' := congrArg (Nat.cast : ℕ → ℤ) h
        push_cast at h'
        rw [nuclearMesh]
        push_cast
        linear_combination h' + hc
      · intro c h
        rw [nuclearMesh, splitCells] at h
        rcases Finset.mem_union.1 h with h | h
        · obtain ⟨hm, hn⟩ := Finset.mem_sdiff.1 h
          exact ⟨(hl c hm).1.trans (Nat.le_succ J),
            fun hRc => absurd (Finset.mem_filter.2 ⟨hm, hRc⟩) hn⟩
        · obtain ⟨p, hp, hcp⟩ := Finset.mem_biUnion.1 h
          obtain ⟨hm, hRp⟩ := Finset.mem_filter.1 hp
          have e : c.level = J + 1 := by rw [(mem_children.1 hcp).1, (hl p hm).2 hRp]
          exact ⟨e.le, fun _ => e⟩
  exact ⟨key.1, key.2.1, key.2.2, (uniform_refinement d J).2.2⟩
```

**(j)** For R in the box, d ≥ 1 and J ≥ 2, show

|nuclear mesh| < |uniform mesh|.

With a = 2ᵈ ≥ 2, the claim is 1 + Ja < aᴶ + J. At J = 2 it reads (a − 1)² > 0. From J to J + 1 the left side grows by a, the right by aᴶ(a − 1) + 1 ≥ a.

In the smallest case, d = 1 and J = 2, there are 3 cells against 4. At J = 0 and J = 1 the two counts agree.

```lean
/-- In dimension at least one and from two steps on, refinement at a nucleus in the unit cube
needs strictly fewer cells than uniform refinement to the same level. -/
theorem nuclear_card_lt_uniform {R : Fin d → ℝ} (hR : R ∈ unitCube d) (hd : 1 ≤ d)
    {J : ℕ} (hJ : 2 ≤ J) : (nuclearMesh R J).card < (uniformMesh d J).card := by
  have key : ∀ a : ℕ, 2 ≤ a → ∀ n, 2 ≤ n → 1 + n * a < a ^ n + n := by
    intro a ha n hn
    induction n, hn using Nat.le_induction with
    | base => nlinarith
    | succ n hn ih =>
      have h1 : 1 ≤ a ^ n := Nat.one_le_pow _ _ (by omega)
      obtain ⟨b, rfl⟩ := Nat.exists_eq_add_of_le ha
      rw [pow_succ]
      nlinarith [Nat.mul_le_mul_left (b + 1) h1]
  obtain ⟨_, hc, _, hu⟩ := nuclear_refinement hR J
  have h2 : 2 ≤ 2 ^ d := by simpa using Nat.pow_le_pow_right (n := 2) (by norm_num) hd
  have h3 : (nuclearMesh R J).card + J = 1 + J * 2 ^ d := by
    zify
    linear_combination hc
  have h4 := key (2 ^ d) h2 J hJ
  rw [hu, pow_mul]
  linarith

end

end NuclearDyadicRefinement
```

```lean
#print axioms NuclearDyadicRefinement.nuclear_card_lt_uniform
```

```
'NuclearDyadicRefinement.nuclear_card_lt_uniform' depends on axioms: [propext, Classical.choice, Quot.sound]
```
